# Every site permutation of n spins one half is an integer combination of those without a decreasing triple

## Does trading away decreasing triples ever stop?

When I multiply out exchange terms of a Heisenberg model on $n$ spins one half, I am left with operators $P_\sigma$ for all sorts of permutations $\sigma$ of the sites. Three spins one half have no totally antisymmetric state. So whenever there are sites $i<j<k$ with $\sigma(i)>\sigma(j)>\sigma(k)$, I can trade $P_\sigma$ for five other operators, in which these three values stand in a different order.

But a trade can seem to make things worse. Number the sites from 0 and write $\sigma$ as its list of values, say $34120$. The values $3,1,0$ on sites $0,2,4$ decrease. One of the five replacements puts $1,3,0$ there and gives $14320$, which contains the decreasing sequence $4,3,2,0$. The old list had none longer than three. Can I go round in circles, or do I always reach permutations without a decreasing triple? And do the coefficients stay integers?

## Each trade moves to an earlier list in dictionary order

It always stops, whichever decreasing triple you pick, and the coefficients stay integers. The length of the longest decreasing sequence is the wrong thing to watch. Watch the dictionary order of the lists instead: $14320$ comes before $34120$, and the same holds for every replacement. The argument works for any number $d$ of levels per site, with decreasing sequences of length $d+1$ in place of triples.

**The operators.** Let $s$ be a configuration, which assigns a level to each site, and let $\psi(s)$ be its amplitude. Here $\sigma$ is always a permutation, never a Pauli matrix. Define
$$(P_\sigma\psi)(s)=\psi(s\circ\sigma).$$
On a product state this gives $\prod_i\varphi_i(s(\sigma(i)))=\prod_i\varphi_{\sigma^{-1}(i)}(s(i))$, so the one-site state at $i$ moves to site $\sigma(i)$. Moreover $(P_\sigma P_\tau\psi)(s)=(P_\tau\psi)(s\circ\sigma)=\psi(s\circ\sigma\circ\tau)$, hence $P_\sigma P_\tau=P_{\sigma\tau}$.

**The vanishing antisymmetriser.** Choose $d+1$ distinct sites $f(0),\dots,f(d)$. For a permutation $\pi$ of $0,\dots,d$, let $\hat\pi$ send $f(a)$ to $f(\pi(a))$ and fix all other sites. Then
$$A=\sum_\pi \operatorname{sgn}(\pi)\,P_{\hat\pi}=0.$$
To see this, fix a configuration $s$. With only $d$ levels available, two of the chosen sites, $f(a)$ and $f(b)$, carry the same level. Let $t$ be the exchange of $a$ and $b$. Since $s\circ\hat t=s$, the terms for $\pi$ and $t\pi$ contain the same amplitude $\psi(s\circ\hat\pi)$, but with opposite signs. Thus $(A\psi)(s)=-(A\psi)(s)$, which is zero. The normalised antisymmetriser is $A/(d+1)!$, or $A/6$ for three spins one half; leaving out the factor keeps the coefficients integral.

**The trade.** Suppose $f(0)<\dots<f(d)$ and $\sigma(f(0))>\dots>\sigma(f(d))$. Multiply $A=0$ from the left by $P_\sigma$ and isolate the term with $\pi=1$:
$$P_\sigma=-\sum_{\pi\neq1}\operatorname{sgn}(\pi)\,P_{\sigma\hat\pi}.$$
For $d=2$, with $x>y>z$ the three values and each subscript showing their new order, this reads
$$P_{xyz}=P_{xzy}+P_{yxz}+P_{zyx}-P_{yzx}-P_{zxy}.$$

**Why it stops.** Take $\pi\neq1$ and let $a$ be the first index with $\pi(a)\neq a$. The smaller indices are fixed and so already used as values, which leaves $\pi(a)>a$. All sites before $f(a)$ keep their values, while site $f(a)$ now has $\sigma(f(\pi(a)))<\sigma(f(a))$. So $\sigma\hat\pi$ precedes $\sigma$ in dictionary order. There are finitely many permutations, so repeated trades end, and every coefficient is built from signs by addition and multiplication.

**Three exchanges.** For any three distinct sites $i,j,k$ of spin one half, however they are numbered, $A=0$ becomes
$$P_{ik}=1-P_{ij}-P_{jk}+P_{ij}P_{jk}+P_{jk}P_{ij},$$
where $P_{ij}$ exchanges the two sites. This is the operator in a Heisenberg model: with spin operators in units of $\hbar$, $\mathbf S_i\cdot\mathbf S_j=\tfrac12P_{ij}-\tfrac14$, which is $\tfrac14$ on the triplet and $-\tfrac34$ on the singlet.

**Why length $d+1$.** If $n\le d$, there is a configuration $u$ with all levels different. Let $\delta_{u\circ\tau}$ be the state with amplitude 1 on $u\circ\tau$ and 0 elsewhere. Then $(P_\sigma\delta_{u\circ\tau})(u)$ is 1 for $\sigma=\tau$ and 0 otherwise, so a relation $\sum_\sigma c_\sigma P_\sigma=0$ forces every $c_\tau=0$. For two spins one half, the exchange is therefore not a multiple of the identity, and forbidding decreasing pairs would lose it.

**What the Lean statements say.** `State n d` is the space of complex amplitudes on configurations `Fin n → Fin d`. It includes unnormalised vectors, and no inner product is needed. For spin one half, the two elements of `Fin 2` are up and down, in either order. `siteOp d σ` is $P_\sigma$, and `NoDecreasing m σ` says that no increasing choice of $m$ sites has decreasing values under $\sigma$.

The general theorem, `siteOp_mem_span`, puts every `siteOp d σ` in the `Submodule.span ℤ` of the operators whose permutations satisfy `NoDecreasing (d + 1)`; the `ℤ` is what makes the coefficients integers. `spinHalf_mem_span` is your case, with $i<j<k$ written out. `spinHalf_exchange` is the three-site identity, and `siteOp_linearIndependent` is the independence for $n\le d$, over the complex numbers.

The span theorems give existence of the coefficients. They give no bound on the size of the coefficients or on the number of trades, and for $n>d$ they leave open whether the remaining operators are independent.

The result lets you reduce products of exchanges in a Heisenberg model, or spin permutations acting on spin eigenfunctions, for finitely many spins one half and on the spin factor alone. In the first use, the sites are the localised spins of the model, and describing a real material this way is an approximation without explicit orbital and charge degrees of freedom. In the second, the sites are the labels of the electrons, which need not be localised.

```lean
import Mathlib

open Equiv Equiv.Perm

namespace SitePermutationSpan

/-- States of `n` sites with `d` levels each, given by their amplitudes on the
configurations that assign a level to every site. -/
abbrev State (n d : ℕ) := (Fin n → Fin d) → ℂ

/-- The operator that permutes the sites by `σ`. -/
def siteOp (d : ℕ) {n : ℕ} (σ : Perm (Fin n)) : Module.End ℂ (State n d) where
  toFun ψ := fun s => ψ (s ∘ σ)
  map_add' _ _ := rfl
  map_smul' _ _ := rfl

/-- The permutation `σ` has no decreasing subsequence of length `m`. -/
def NoDecreasing (m : ℕ) {n : ℕ} (σ : Perm (Fin n)) : Prop :=
  ¬ ∃ f : Fin m → Fin n, StrictMono f ∧ StrictAnti (σ ∘ f)

/-- On a product state, the site operator moves the one-site state at `i` to site `σ i`. -/
theorem siteOp_product {n d : ℕ} (σ : Perm (Fin n)) (φ : Fin n → Fin d → ℂ) :
    siteOp d σ (fun s => ∏ i, φ i (s i)) = fun s => ∏ i, φ (σ.symm i) (s i) := by
  funext s
  change ∏ i, φ i (s (σ i)) = _
  rw [← Equiv.prod_comp σ (fun i => φ (σ.symm i) (s i))]
  simp

/-- Site operators multiply as the permutations do. -/
theorem siteOp_mul {n d : ℕ} (σ τ : Perm (Fin n)) :
    siteOp d (σ * τ) = siteOp d σ * siteOp d τ :=
  LinearMap.ext fun _ => rfl

/-- Exchanging two sites that carry the same level leaves a configuration unchanged. -/
theorem comp_swap_of_eq {α β : Type*} [DecidableEq α] (s : α → β) {a b : α}
    (h : s a = s b) : s ∘ swap a b = s := by
  funext x
  simp only [Function.comp_apply, swap_apply_def]
  split_ifs with h1 h2
  · rw [h1, h]
  · rw [h2, h]
  · rfl

/-- Antisymmetrising `d + 1` sites with `d` levels each gives zero. -/
theorem antisymmetrizer_eq_zero {n d : ℕ} (f : Fin (d + 1) ↪ Fin n) :
    ∑ π : Perm (Fin (d + 1)), ((sign π : ℤˣ) : ℤ) • siteOp d (π.viaEmbedding f) = 0 := by
  refine LinearMap.ext fun ψ => funext fun s => ?_
  -- two of the chosen sites carry the same level
  obtain ⟨a, b, hab, hs⟩ :=
    Fintype.exists_ne_map_eq_of_card_lt (fun a => s (f a)) (by simp)
  have key : ∀ π : Perm (Fin (d + 1)),
      s ∘ ((swap a b * π).viaEmbedding f) = s ∘ (π.viaEmbedding f) := by
    intro π
    funext x
    by_cases hx : x ∈ Set.range f
    · obtain ⟨c, rfl⟩ := hx
      simp only [Function.comp_apply, viaEmbedding_apply, Perm.mul_apply]
      exact congrFun (comp_swap_of_eq (fun a => s (f a)) hs) (π c)
    · simp only [Function.comp_apply, viaEmbedding_apply_of_notMem _ _ _ hx]
  let F : Perm (Fin (d + 1)) → ℂ :=
    fun π => ((sign π : ℤˣ) : ℤ) • ψ (s ∘ (π.viaEmbedding f))
  -- exchanging them reverses the sign of every term
  have hF : ∀ π, F (swap a b * π) = - F π := by
    intro π
    simp only [F, key, Equiv.Perm.sign_mul, Equiv.Perm.sign_swap hab, neg_mul, one_mul,
      Units.val_neg, neg_smul]
  have h : ∑ π, F π = - ∑ π, F π := by
    rw [← Finset.sum_neg_distrib, ← Equiv.sum_comp (Equiv.mulLeft (swap a b)) F]
    exact Finset.sum_congr rfl fun π _ => hF π
  have h0 : ∑ π, F π = 0 := by linear_combination (1 / 2 : ℂ) * h
  simp only [LinearMap.sum_apply, Finset.sum_apply]
  exact h0

/-- If `σ` decreases along the increasing sites `f`, every non-trivial rearrangement of its
values on these sites precedes `σ` in dictionary order. -/
theorem rearrangement_lt {n m : ℕ} (σ : Perm (Fin n)) (f : Fin m ↪ Fin n)
    (hf : StrictMono f) (hσ : StrictAnti (σ ∘ f)) (π : Perm (Fin m)) (hπ : π ≠ 1) :
    toLex (⇑(σ * π.viaEmbedding f)) < toLex (⇑σ) := by
  have hne : {a | π a ≠ a}.Nonempty := by
    by_contra h
    exact hπ (Equiv.ext fun a => by_contra fun ha => h ⟨a, ha⟩)
  -- the first displaced site receives a smaller value
  obtain ⟨a, ha, hmin⟩ := (wellFounded_lt (α := Fin m)).has_min _ hne
  have hfix : ∀ c, c < a → π c = c := fun c hc => by_contra fun h => hmin c h hc
  have hlt : a < π a := by
    rcases lt_trichotomy a (π a) with h | h | h
    · exact h
    · exact absurd h.symm ha
    · exact absurd (π.injective (hfix _ h)) ha
  refine ⟨f a, fun j hj => ?_, ?_⟩
  · change σ (π.viaEmbedding f j) = σ j
    by_cases hx : j ∈ Set.range f
    · obtain ⟨c, rfl⟩ := hx
      rw [viaEmbedding_apply, hfix c (hf.lt_iff_lt.mp hj)]
    · rw [viaEmbedding_apply_of_notMem _ _ _ hx]
  · change σ (π.viaEmbedding f (f a)) < σ (f a)
    rw [viaEmbedding_apply]
    exact hσ hlt

/-- On `n` sites with `d` levels each, every site-permutation operator is an integer linear
combination of those of permutations without a decreasing subsequence of length `d + 1`. -/
theorem siteOp_mem_span {n : ℕ} (d : ℕ) (σ : Perm (Fin n)) :
    siteOp d σ ∈ Submodule.span ℤ (siteOp d '' {τ : Perm (Fin n) | NoDecreasing (d + 1) τ}) := by
  have wf : WellFounded (fun τ σ : Perm (Fin n) => toLex (⇑τ) < toLex (⇑σ)) :=
    InvImage.wf (fun σ : Perm (Fin n) => toLex (⇑σ)) wellFounded_lt
  induction σ using wf.induction with
  | _ σ ih =>
    by_cases h : NoDecreasing (d + 1) σ
    · exact Submodule.subset_span ⟨σ, h, rfl⟩
    · obtain ⟨f, hf, hσ⟩ := not_not.mp h
      let e : Fin (d + 1) ↪ Fin n := ⟨f, hf.injective⟩
      -- multiply the vanishing antisymmetriser by the operator of `σ`
      have h0 : ∑ π : Perm (Fin (d + 1)),
          ((sign π : ℤˣ) : ℤ) • siteOp d (σ * π.viaEmbedding e) = 0 := by
        simp only [siteOp_mul, ← mul_smul_comm, ← Finset.mul_sum,
          antisymmetrizer_eq_zero, mul_zero]
      have h1 : (1 : Perm (Fin (d + 1))).viaEmbedding e = 1 := map_one (viaEmbeddingHom e)
      rw [← Finset.add_sum_erase _ _ (Finset.mem_univ 1)] at h0
      simp only [h1, Equiv.Perm.sign_one, Units.val_one, one_smul, mul_one] at h0
      -- solve for `σ`; all other terms are earlier in dictionary order
      rw [eq_neg_of_add_eq_zero_left h0]
      exact neg_mem (sum_mem fun π hπ => Submodule.smul_mem _ _
        (ih _ (rearrangement_lt σ e hf hσ π (Finset.ne_of_mem_erase hπ))))

/-- For `n` spins one half, every site-permutation operator is an integer linear combination
of those of permutations `τ` having no `i < j < k` with `τ i > τ j > τ k`. -/
theorem spinHalf_mem_span {n : ℕ} (σ : Perm (Fin n)) :
    siteOp 2 σ ∈ Submodule.span ℤ (siteOp 2 '' {τ : Perm (Fin n) |
      ¬ ∃ i j k, i < j ∧ j < k ∧ τ i > τ j ∧ τ j > τ k}) := by
  refine Submodule.span_mono (Set.image_mono ?_) (siteOp_mem_span 2 σ)
  rintro τ hτ ⟨i, j, k, hij, hjk, h1, h2⟩
  refine hτ ⟨![i, j, k], Fin.strictMono_iff_lt_succ.mpr ?_, Fin.strictAnti_iff_succ_lt.mpr ?_⟩
  · intro a
    fin_cases a
    · exact hij
    · exact hjk
  · intro a
    fin_cases a
    · exact h1
    · exact h2

/-- For three distinct sites of spin one half, the exchange of `i` and `k` is expressed by the
identity, the other two exchanges and the two cyclic permutations. -/
theorem spinHalf_exchange {n : ℕ} {i j k : Fin n} (hij : i ≠ j) (hjk : j ≠ k) (hik : i ≠ k) :
    siteOp 2 (swap i k) = 1 - siteOp 2 (swap i j) - siteOp 2 (swap j k)
      + siteOp 2 (swap i j * swap j k) + siteOp 2 (swap j k * swap i j) := by
  refine LinearMap.ext fun ψ => funext fun s => ?_
  change ψ (s ∘ ⇑(swap i k)) = ψ s - ψ (s ∘ ⇑(swap i j)) - ψ (s ∘ ⇑(swap j k))
    + ψ (s ∘ ⇑(swap i j * swap j k)) + ψ (s ∘ ⇑(swap j k * swap i j))
  have key : ∀ a b, s a = s b → ∀ τ : Perm (Fin n), s ∘ ⇑(swap a b * τ) = s ∘ ⇑τ :=
    fun a b h τ => congrArg (· ∘ ⇑τ) (comp_swap_of_eq s h)
  -- the cyclic permutations as products of exchanges
  have g1 := Equiv.mul_swap_eq_swap_mul (swap i j) i k
  rw [swap_apply_left, swap_apply_of_ne_of_ne hik.symm hjk.symm] at g1
  have g2 := Equiv.mul_swap_eq_swap_mul (swap j k) i k
  rw [swap_apply_right, swap_apply_of_ne_of_ne hij hik] at g2
  have g3 := Equiv.mul_swap_eq_swap_mul (swap i j) j k
  rw [swap_apply_right, swap_apply_of_ne_of_ne hik.symm hjk.symm] at g3
  have g4 := Equiv.mul_swap_eq_swap_mul (swap j k) i j
  rw [swap_apply_left, swap_apply_of_ne_of_ne hij hik] at g4
  have two : ∀ a b c : Fin 2, a = b ∨ b = c ∨ a = c := by decide
  rcases two (s i) (s j) (s k) with h | h | h
  · rw [key i j h (swap j k), ← g1, key i j h (swap i k), comp_swap_of_eq s h]
    ring
  · rw [← g2, key j k h (swap i k), key j k h (swap i j), comp_swap_of_eq s h]
    ring
  · rw [g3, g4, key i k h (swap i j), key i k h (swap j k), comp_swap_of_eq s h]
    ring

/-- If there are at most as many sites as levels, the site-permutation operators are linearly
independent. -/
theorem siteOp_linearIndependent {n d : ℕ} (h : n ≤ d) :
    LinearIndependent ℂ (fun σ : Perm (Fin n) => siteOp d σ) := by
  rw [Fintype.linearIndependent_iff]
  intro c hc τ
  -- test on a configuration whose levels are all different
  have h2 : ∀ σ : Perm (Fin n), siteOp d σ (Pi.single (Fin.castLE h ∘ ⇑τ) 1) (Fin.castLE h)
      = if σ = τ then 1 else 0 := by
    intro σ
    change (Pi.single (Fin.castLE h ∘ ⇑τ) (1 : ℂ) : State n d) (Fin.castLE h ∘ ⇑σ) = _
    have hiff : Fin.castLE h ∘ ⇑σ = Fin.castLE h ∘ ⇑τ ↔ σ = τ :=
      ⟨fun e => Equiv.ext fun x => Fin.castLE_injective h (congrFun e x), fun e => by rw [e]⟩
    simp only [Pi.single_apply, hiff]
  have h1 := congrFun (LinearMap.congr_fun hc (Pi.single (Fin.castLE h ∘ ⇑τ) 1)) (Fin.castLE h)
  simp only [LinearMap.sum_apply, Finset.sum_apply, LinearMap.smul_apply, Pi.smul_apply, h2,
    smul_eq_mul, mul_ite, mul_one, mul_zero, Finset.sum_ite_eq', Finset.mem_univ, if_true] at h1
  exact h1

end SitePermutationSpan
```

```lean
#print axioms SitePermutationSpan.siteOp_product
#print axioms SitePermutationSpan.spinHalf_mem_span
#print axioms SitePermutationSpan.spinHalf_exchange
#print axioms SitePermutationSpan.siteOp_linearIndependent
```

```
'SitePermutationSpan.siteOp_product' depends on axioms: [propext, Classical.choice, Quot.sound]
'SitePermutationSpan.spinHalf_mem_span' depends on axioms: [propext, Classical.choice, Quot.sound]
'SitePermutationSpan.spinHalf_exchange' depends on axioms: [propext, Classical.choice, Quot.sound]
'SitePermutationSpan.siteOp_linearIndependent' depends on axioms: [propext, Classical.choice, Quot.sound]
```

**How the Lean proof is built.** `siteOp_product` confirms the direction in which states move, by reindexing the product over sites. `siteOp_mul` holds by unfolding the definition.

`comp_swap_of_eq` says that exchanging two equally occupied sites changes nothing. In `antisymmetrizer_eq_zero`, the permutation $\hat\pi$ is `π.viaEmbedding f`, and the pigeonhole lemma `Fintype.exists_ne_map_eq_of_card_lt` supplies the two equal levels. The step `key` shows that the amplitude is unchanged, treating chosen and unchosen sites separately; `hF` records the reversed sign. Reindexing the sum by the exchange then shows that it equals its own negative.

`rearrangement_lt` is the dictionary-order step. Well-foundedness of `<` provides the first displaced index, `hfix` says that earlier indices are fixed, and `hlt` is $\pi(a)>a$. The wrapper `toLex` selects dictionary order for the lists of values.

`siteOp_mem_span` is an induction along this order. If $\sigma$ has no forbidden sequence, its operator is already among the generators. Otherwise `h0` is $P_\sigma A=0$, the term for the identity is split off with `Finset.add_sum_erase`, and the equation is solved for $P_\sigma$. The induction hypothesis covers each remaining term, and integer spans are closed under sums and signs.

`spinHalf_mem_span` turns a triple $i,j,k$ into the function `![i, j, k]` and checks its neighbouring inequalities.

`spinHalf_exchange` is proved directly, without the antisymmetriser. Two of the three levels must agree, which gives three cases. The equations `g1` to `g4` rewrite the cyclic permutations so that the exchange of the equal pair stands on the left, where it can be removed; the remaining amplitudes cancel by `ring`.

Finally, `siteOp_linearIndependent` takes $u$ to be `Fin.castLE h`, which gives site $i$ the level $i$. The state $\delta_{u\circ\tau}$ is written with `Pi.single`, and evaluating the assumed relation at $u$ leaves the single coefficient $c_\tau$.
